# A rectangular barrier of vanishing width becomes a point scatterer exactly when q²a tends to the scatterer's strength

The theorem `barrier_tendsto_delta_iff` concerns one-dimensional rectangular barriers of width a, with a real decay constant q(a) that is positive for all sufficiently small a > 0. It says that, as a tends to zero from above, the matrices carrying the wave function and its slope across the barrier converge entry by entry to that of a point scatterer of real strength s if and only if q(a)²a tends to s. The point scatterer leaves the wave function continuous and makes its slope jump by s times its value. In both directions the attempt first shows that q(a)a tends to zero, then squeezes the quantities it needs using x ≤ sinh x ≤ x exp x for x ≥ 0, with the limits of exp and cosh taken from continuity.

Lean 4 with Mathlib refuses this proof:

```lean
import Mathlib

open Filter Topology Matrix

namespace BarrierToDelta

noncomputable section

/-- Transfer matrix of a rectangular barrier of width `a` with decay constant `q`,
acting on the pair (wave function, slope). -/
def barrierMatrix (q a : ℝ) : Matrix (Fin 2) (Fin 2) ℝ :=
  !![Real.cosh (q * a), Real.sinh (q * a) / q; q * Real.sinh (q * a), Real.cosh (q * a)]

/-- Transfer matrix of a point scatterer: the wave function is continuous and its slope
jumps by `s` times its value. -/
def deltaMatrix (s : ℝ) : Matrix (Fin 2) (Fin 2) ℝ := !![1, 0; s, 1]

/-- For `x ≥ 0` the hyperbolic sine lies between `x` and `x exp x`. -/
theorem sinh_bounds {x : ℝ} (hx : 0 ≤ x) :
    x ≤ Real.sinh x ∧ Real.sinh x ≤ x * Real.exp x := by
  refine ⟨Real.self_le_sinh_iff.2 hx, ?_⟩
  have h := mul_le_mul_of_nonneg_left (Real.add_one_le_exp (-2 * x)) (Real.exp_pos x).le
  have e : Real.exp x * Real.exp (-2 * x) = Real.exp (-x) := by
    rw [← Real.exp_add]
    congr 1
    ring
  rw [e] at h
  rw [Real.sinh_eq]
  linarith

/-- A family of ever thinner barriers with decay constants `q(a) > 0` converges entrywise to
a point scatterer of strength `s` exactly when `q(a)² a` tends to `s`. -/
theorem barrier_tendsto_delta_iff {q : ℝ → ℝ} {s : ℝ} (hq : ∀ᶠ a in 𝓝[>] 0, 0 < q a) :
    (∀ i j, Tendsto (fun a => barrierMatrix (q a) a i j) (𝓝[>] 0) (𝓝 (deltaMatrix s i j))) ↔
      Tendsto (fun a => q a ^ 2 * a) (𝓝[>] 0) (𝓝 s) := by
  have ha : Tendsto (fun a : ℝ => a) (𝓝[>] 0) (𝓝 0) := tendsto_id.mono_left nhdsWithin_le_nhds
  have hpos : ∀ᶠ a : ℝ in 𝓝[>] 0, 0 < a := eventually_mem_nhdsWithin
  have root (h : Tendsto (fun a => (q a * a) ^ 2) (𝓝[>] 0) (𝓝 0)) :
      Tendsto (fun a => q a * a) (𝓝[>] 0) (𝓝 0) := by
    have h2 := h.sqrt
    simp only [Real.sqrt_sq_eq_abs, Real.sqrt_zero] at h2
    exact (tendsto_zero_iff_abs_tendsto_zero _).2 h2
  constructor
  · intro h
    have h10 : Tendsto (fun a => q a * Real.sinh (q a * a)) (𝓝[>] 0) (𝓝 s) := h 1 0
    -- the optical thickness `q a` vanishes
    have hx := root (by
      refine squeeze_zero' (Eventually.of_forall fun a => sq_nonneg _) ?_
        (by simpa using ha.mul h10)
      filter_upwards [hq, hpos] with a h1 h2
      have := mul_le_mul_of_nonneg_left (sinh_bounds (mul_pos h1 h2).le).1 (mul_pos h2 h1).le
      linarith)
    have he : Tendsto (fun a => Real.exp (-(q a * a))) (𝓝[>] 0) (𝓝 1) := by
      simpa using (Real.continuous_exp.tendsto _).comp hx.neg
    refine tendsto_of_tendsto_of_tendsto_of_le_of_le' (by simpa using h10.mul he) h10 ?_ ?_
    · filter_upwards [hq, hpos] with a h1 h2
      have b := (sinh_bounds (mul_pos h1 h2).le).2
      have e : Real.exp (q a * a) * Real.exp (-(q a * a)) = 1 := by
        rw [← Real.exp_add, add_neg_cancel, Real.exp_zero]
      have := mul_le_mul_of_nonneg_left b (mul_pos h1 (Real.exp_pos (-(q a * a)))).le
      linear_combination this + q a ^ 2 * a * e
    · filter_upwards [hq, hpos] with a h1 h2
      have := mul_le_mul_of_nonneg_left (sinh_bounds (mul_pos h1 h2).le).1 h1.le
      linarith
  · intro h
    have hx := root (by
      have h2 := h.mul ha
      rw [mul_zero] at h2
      exact h2.congr fun a => by ring)
    have he : Tendsto (fun a => Real.exp (q a * a)) (𝓝[>] 0) (𝓝 1) := by
      simpa using (Real.continuous_exp.tendsto _).comp hx
    have h00 : Tendsto (fun a => Real.cosh (q a * a)) (𝓝[>] 0) (𝓝 1) := by
      simpa using (Real.continuous_cosh.tendsto _).comp hx
    have h01 : Tendsto (fun a => Real.sinh (q a * a) / q a) (𝓝[>] 0) (𝓝 0) := by
      refine squeeze_zero' ?_ ?_ (by simpa using ha.mul he)
      · filter_upwards [hq, hpos] with a h1 h2
        have hp := mul_pos h1 h2
        exact div_nonneg (hp.le.trans (sinh_bounds hp.le).1) h1.le
      · filter_upwards [hq, hpos] with a h1 h2
        rw [div_le_iff₀ h1]
        linarith [(sinh_bounds (mul_pos h1 h2).le).2]
    have h10 : Tendsto (fun a => q a * Real.sinh (q a * a)) (𝓝[>] 0) (𝓝 s) := by
      refine tendsto_of_tendsto_of_tendsto_of_le_of_le' h (by simpa using h.mul he) ?_ ?_
      · filter_upwards [hq, hpos] with a h1 h2
        have := mul_le_mul_of_nonneg_left (sinh_bounds (mul_pos h1 h2).le).1 h1.le
        linarith
      · filter_upwards [hq, hpos] with a h1 h2
        have := mul_le_mul_of_nonneg_left (sinh_bounds (mul_pos h1 h2).le).2 h1.le
        linarith
    exact Fin.forall_fin_two.2
      ⟨Fin.forall_fin_two.2 ⟨h00, h01⟩, Fin.forall_fin_two.2 ⟨h10, h00⟩⟩

end

end BarrierToDelta
```

Messages:

```
Main.lean:54:6: error: Type mismatch: After simplification, term
  Tendsto.comp (Continuous.tendsto Real.continuous_exp (-0)) (Tendsto.neg hx)
 has type
  @Tendsto ℝ ℝ (Real.exp ∘ fun x => -(q x * x)) (𝓝[>] 0) (𝓝 1)
but is expected to have type
  @Tendsto ℝ ℝ (fun a => Real.exp (-(q a * a))) (𝓝[>] 0) (𝓝 1)
Main.lean:71:6: error: Type mismatch: After simplification, term
  Tendsto.comp (Continuous.tendsto Real.continuous_exp 0) hx
 has type
  @Tendsto ℝ ℝ (Real.exp ∘ fun a => q a * a) (𝓝[>] 0) (𝓝 1)
but is expected to have type
  @Tendsto ℝ ℝ (fun a => Real.exp (q a * a)) (𝓝[>] 0) (𝓝 1)
Main.lean:73:6: error: Type mismatch: After simplification, term
  Tendsto.comp (Continuous.tendsto Real.continuous_cosh 0) hx
 has type
  @Tendsto ℝ ℝ (Real.cosh ∘ fun a => q a * a) (𝓝[>] 0) (𝓝 1)
but is expected to have type
  @Tendsto ℝ ℝ (fun a => Real.cosh (q a * a)) (𝓝[>] 0) (𝓝 1)
```

All three errors have the same cause. `Tendsto.comp` yields a limit for a composition written with `∘`, such as `Real.exp ∘ fun a => q a * a`, while the goal speaks of `fun a => Real.exp (q a * a)`. These are the same function by definition, and the messages show that the filters and the limit 1 already agree. But `simpa` left the `∘` in place when simplifying, and its final comparison did not unfold it, so the two forms failed to match.

Adding `Function.comp_def` to each of the three `simpa` calls lets the simplifier rewrite `f ∘ g` as `fun x => f (g x)`. The supplied term then takes the form of the goal, for the exponential of `-(q a * a)` and for the exponential and hyperbolic cosine of `q a * a`.

The changed comment is mere tidying: in the code `q a` is the decay constant at width `a`, whereas the quantity that vanishes is the product `q a * a`.

This version goes through:

```diff
@@ -44,5 +44,5 @@
   · intro h
     have h10 : Tendsto (fun a => q a * Real.sinh (q a * a)) (𝓝[>] 0) (𝓝 s) := h 1 0
-    -- the optical thickness `q a` vanishes
+    -- the product `q a * a` of decay constant and width tends to zero
     have hx := root (by
       refine squeeze_zero' (Eventually.of_forall fun a => sq_nonneg _) ?_
@@ -52,5 +52,5 @@
       linarith)
     have he : Tendsto (fun a => Real.exp (-(q a * a))) (𝓝[>] 0) (𝓝 1) := by
-      simpa using (Real.continuous_exp.tendsto _).comp hx.neg
+      simpa [Function.comp_def] using (Real.continuous_exp.tendsto _).comp hx.neg
     refine tendsto_of_tendsto_of_tendsto_of_le_of_le' (by simpa using h10.mul he) h10 ?_ ?_
     · filter_upwards [hq, hpos] with a h1 h2
@@ -69,7 +69,7 @@
       exact h2.congr fun a => by ring)
     have he : Tendsto (fun a => Real.exp (q a * a)) (𝓝[>] 0) (𝓝 1) := by
-      simpa using (Real.continuous_exp.tendsto _).comp hx
+      simpa [Function.comp_def] using (Real.continuous_exp.tendsto _).comp hx
     have h00 : Tendsto (fun a => Real.cosh (q a * a)) (𝓝[>] 0) (𝓝 1) := by
-      simpa using (Real.continuous_cosh.tendsto _).comp hx
+      simpa [Function.comp_def] using (Real.continuous_cosh.tendsto _).comp hx
     have h01 : Tendsto (fun a => Real.sinh (q a * a) / q a) (𝓝[>] 0) (𝓝 0) := by
       refine squeeze_zero' ?_ ?_ (by simpa using ha.mul he)
```
